# For correlations bounded by one, white noise of variance σ² on n energies leaves each least-squares cluster interaction a variance of at least σ²/n

Q: Before I pay for first-principles energies, I tabulate the cluster correlations of the candidate structures in a matrix $X$ and read off the diagonal of $(X^TX)^{-1}$. Times the noise variance $\sigma^2$, entry $j$ is the variance of fitted interaction $j$. How small can that entry get?

A: No smaller than $1/n$ for $n$ structures, if the columns of $X$ are linearly independent and $|X_{sj}|\le1$ for every structure $s$. Take a binary alloy with site variables $\pm1$, a constant term and a point cluster. Two pure elements and two equiatomic structures give the point column $(1,0,0,-1)$, so $X^TX=\mathrm{diag}(4,2)$. The constant has variance $\sigma^2/4$, which is the bound; the point interaction has $\sigma^2/2$, twice the bound.

Q: Derive it for me.

A: Let $G=X^TX$. If $Gv=0$, then $|Xv|^2=v^TGv=0$, so $v=0$ by independence, and $G$ is invertible. The fit matrix $L=G^{-1}X^T$ satisfies $LX=1$ and $LL^T=G^{-1}$. Hence $\sum_sL_{js}X_{sj}=1$, which forces $n\ge1$, and $\sum_sL_{js}^2=(G^{-1})_{jj}$. Expanding a square,

$$\sum_s\Big(L_{js}-\frac{X_{sj}}n\Big)^2=(G^{-1})_{jj}-\frac2n+\frac1{n^2}\sum_sX_{sj}^2 .$$

Since $\sum_sX_{sj}^2=n-\sum_s(1-X_{sj}^2)$,

$$(G^{-1})_{jj}=\frac1n+\sum_s\Big(L_{js}-\frac{X_{sj}}n\Big)^2+\frac1{n^2}\sum_s(1-X_{sj}^2).$$

Both extra terms are nonnegative. If they vanish, $X_{sj}=\pm1$ and $L_{js}=X_{sj}/n$, so $\sum_sX_{sj}X_{sk}=n(LX)_{jk}=0$ for $k\ne j$. Conversely, a $\pm1$ column orthogonal to the others has $G_{kj}=n\delta_{kj}$, and $(G^{-1}G)_{jj}=1$ gives $(G^{-1})_{jj}=1/n$.

Q: And the noise?

A: Let the errors $\varepsilon_s$ of the energies have zero mean and $\langle\varepsilon_s\varepsilon_t\rangle=\sigma^2\delta_{st}$, where the brackets denote the average over the noise. With true interactions $J$ and energies $XJ+\varepsilon$, the fit returns $J+L\varepsilon$. Its mean is $J$, and its variance is

$$\sum_{s,t}L_{js}L_{jt}\langle\varepsilon_s\varepsilon_t\rangle=\sigma^2\sum_sL_{js}^2=\sigma^2(G^{-1})_{jj}\ge\frac{\sigma^2}n .$$

Q: Now the formal version. Where are my structures and clusters?

A: They are the finite types `S` and `K`; $n$ is `Fintype.card S`, and `fitMatrix X` is $L$.

In Lean 4 with Mathlib:

```lean
import Mathlib

open Matrix MeasureTheory

namespace ClusterExpansionDesign

variable {S K Ω : Type*} [Fintype S] [Fintype K] [DecidableEq K]

/-- The least-squares fit matrix `(XᵀX)⁻¹Xᵀ`, which turns training energies into fitted
interactions. It has this meaning when `XᵀX` is invertible; otherwise Lean's inverse, and with it
this matrix, is zero. -/
noncomputable def fitMatrix (X : Matrix S K ℝ) : Matrix K S ℝ := (Xᵀ * X)⁻¹ * Xᵀ
```

Q: What counts as noise?

A: Square-integrable errors on a probability space, with zero mean, common variance `σ ^ 2` and no correlation between structures. This stands for independent scatter in the computed energies. The systematic error from truncating the expansion is left out.

```lean
/-- Noise on the training energies: square integrable, of zero mean, with the same variance
`σ²` for every structure and uncorrelated between different structures. -/
structure IsWhiteNoise [MeasurableSpace Ω] (μ : Measure Ω) (ε : S → Ω → ℝ) (σ : ℝ) :
    Prop where
  memLp : ∀ s, MemLp (ε s) 2 μ
  mean : ∀ s, ∫ ω, ε s ω ∂μ = 0
  var : ∀ s, ∫ ω, ε s ω * ε s ω ∂μ = σ ^ 2
  uncorr : ∀ s t, s ≠ t → ∫ ω, ε s ω * ε t ω ∂μ = 0
```

Q: Is invertibility of $X^TX$ assumed?

A: It is derived from `LinearIndependent ℝ X.col`, by the null-vector argument. The next two lemmas are $LX=1$ and the sum of squared weights.

```lean
/-- If the correlation columns are linearly independent, `XᵀX` is invertible. -/
theorem isUnit_det_gram {X : Matrix S K ℝ} (hX : LinearIndependent ℝ X.col) :
    IsUnit (Xᵀ * X).det := by
  rw [isUnit_iff_ne_zero]
  intro h
  obtain ⟨v, hv, hGv⟩ := Matrix.exists_mulVec_eq_zero_iff.mpr h
  rw [← Matrix.mulVec_mulVec] at hGv
  -- a null vector of `XᵀX` is a null vector of `X`
  have h1 : v ⬝ᵥ (Xᵀ *ᵥ (X *ᵥ v)) = (X *ᵥ v) ⬝ᵥ (X *ᵥ v) := by
    rw [Matrix.dotProduct_mulVec v Xᵀ (X *ᵥ v), Matrix.vecMul_transpose]
  rw [hGv, dotProduct_zero] at h1
  have h2 : X *ᵥ v = 0 := dotProduct_self_eq_zero.mp h1.symm
  exact hv (Matrix.mulVec_injective_iff.mpr hX (h2.trans (Matrix.mulVec_zero X).symm))

/-- For linearly independent columns the fit recovers the interactions from noiseless
energies: `(XᵀX)⁻¹Xᵀ X = 1`. -/
theorem fitMatrix_mul {X : Matrix S K ℝ} (hX : LinearIndependent ℝ X.col) :
    fitMatrix X * X = 1 := by
  rw [fitMatrix, Matrix.mul_assoc, Matrix.nonsing_inv_mul _ (isUnit_det_gram hX)]

/-- For linearly independent columns, the squared weights with which the training energies
enter interaction `j` add up to the diagonal entry `((XᵀX)⁻¹)_jj`. -/
theorem sum_weights_sq {X : Matrix S K ℝ} (hX : LinearIndependent ℝ X.col) (j : K) :
    ∑ s, fitMatrix X j s * fitMatrix X j s = (Xᵀ * X)⁻¹ j j := by
  have ht : (fitMatrix X)ᵀ = X * (Xᵀ * X)⁻¹ := by
    rw [fitMatrix, Matrix.transpose_mul, Matrix.transpose_transpose,
      Matrix.transpose_nonsing_inv, Matrix.transpose_mul, Matrix.transpose_transpose]
  have h : fitMatrix X * (fitMatrix X)ᵀ = (Xᵀ * X)⁻¹ := by
    rw [ht, ← Matrix.mul_assoc, fitMatrix_mul hX, Matrix.one_mul]
  rw [← h, Matrix.mul_apply]
  rfl
```

Q: And $n\ge1$?

A: That also follows: with no structures, the diagonal entry of $LX=1$ would read $0=1$.

```lean
/-- A training set whose correlation columns are linearly independent, with at least one
cluster `j`, contains at least one structure. -/
theorem card_ne_zero {X : Matrix S K ℝ} (hX : LinearIndependent ℝ X.col) (j : K) :
    (Fintype.card S : ℝ) ≠ 0 := by
  intro h
  have : IsEmpty S := Fintype.card_eq_zero_iff.mp (Nat.cast_eq_zero.mp h)
  have a := congrFun (congrFun (fitMatrix_mul hX) j) j
  rw [Matrix.mul_apply, Matrix.one_apply_eq, Finset.univ_eq_empty, Finset.sum_empty] at a
  exact zero_ne_one a
```

The identity comes next. In its proof `e` expands the square, `f` rewrites the shortfall of the squared correlations, and `linear_combination` collects the terms. It needs no bound on the correlations.

```lean
/-- For linearly independent columns, `((XᵀX)⁻¹)_jj` is `1/n` plus the squared deviation of
the fit weights from `X_sj/n` plus the shortfall of the squared correlations from one,
divided by `n²`. -/
theorem inverse_gram_excess {X : Matrix S K ℝ} (hX : LinearIndependent ℝ X.col) (j : K) :
    (Xᵀ * X)⁻¹ j j = 1 / (Fintype.card S : ℝ)
      + ∑ s, (fitMatrix X j s - X s j / (Fintype.card S : ℝ)) ^ 2
      + (∑ s, (1 - X s j ^ 2)) / (Fintype.card S : ℝ) ^ 2 := by
  have hn := card_ne_zero hX j
  have a := congrFun (congrFun (fitMatrix_mul hX) j) j
  rw [Matrix.mul_apply, Matrix.one_apply_eq] at a
  -- expand the square
  have e : ∑ s, (fitMatrix X j s - X s j / (Fintype.card S : ℝ)) ^ 2
      = ∑ s, fitMatrix X j s * fitMatrix X j s
        - 2 / (Fintype.card S : ℝ) * ∑ s, fitMatrix X j s * X s j
        + (∑ s, X s j ^ 2) / (Fintype.card S : ℝ) ^ 2 := by
    rw [Finset.mul_sum, Finset.sum_div, ← Finset.sum_sub_distrib, ← Finset.sum_add_distrib]
    exact Finset.sum_congr rfl fun s _ => by ring
  have f : ∑ s, (1 - X s j ^ 2) = (Fintype.card S : ℝ) - ∑ s, X s j ^ 2 := by
    simp [Finset.sum_sub_distrib]
  have key : (Fintype.card S : ℝ) / (Fintype.card S : ℝ) ^ 2 = 1 / (Fintype.card S : ℝ) := by
    rw [div_eq_div_iff (pow_ne_zero 2 hn) hn]
    ring
  rw [e, f, a, sum_weights_sq hX j]
  linear_combination (-1 : ℝ) * key
```

Q: Where does the bound on the correlations enter?

A: In `hb`, for column $j$ only. It holds when correlations are averages of products of $\pm1$ site variables; the energies are then taken per site, and cluster multiplicities are absorbed into $J$. `linarith` then gives the inequality and, at equality, makes both extra terms zero; the converse computes column $j$ of $X^TX$.

```lean
/-- For linearly independent columns and correlations of cluster `j` bounded by one,
`((XᵀX)⁻¹)_jj ≥ 1/n`, with equality exactly when column `j` has only entries `±1` and is
orthogonal to every other column. -/
theorem inverse_gram_bound {X : Matrix S K ℝ} (hX : LinearIndependent ℝ X.col) {j : K}
    (hb : ∀ s, |X s j| ≤ 1) :
    1 / (Fintype.card S : ℝ) ≤ (Xᵀ * X)⁻¹ j j ∧
    ((Xᵀ * X)⁻¹ j j = 1 / (Fintype.card S : ℝ) ↔
      (∀ s, X s j = 1 ∨ X s j = -1) ∧ ∀ k, k ≠ j → ∑ s, X s j * X s k = 0) := by
  have hn := card_ne_zero hX j
  have e := inverse_gram_excess hX j
  have p : ∀ s, 0 ≤ 1 - X s j ^ 2 := fun s => by
    have h := abs_le.mp (hb s)
    nlinarith [h.1, h.2]
  have p1 : 0 ≤ ∑ s, (fitMatrix X j s - X s j / (Fintype.card S : ℝ)) ^ 2 :=
    Finset.sum_nonneg fun _ _ => sq_nonneg _
  have p2 : 0 ≤ (∑ s, (1 - X s j ^ 2)) / (Fintype.card S : ℝ) ^ 2 :=
    div_nonneg (Finset.sum_nonneg fun s _ => p s) (sq_nonneg _)
  refine ⟨by linarith, fun h => ?_, fun h => ?_⟩
  · -- equality: both nonnegative excess terms vanish
    have z1 : ∑ s, (fitMatrix X j s - X s j / (Fintype.card S : ℝ)) ^ 2 = 0 := by linarith
    have z2 : (∑ s, (1 - X s j ^ 2)) / (Fintype.card S : ℝ) ^ 2 = 0 := by linarith
    have z3 := (div_eq_zero_iff.mp z2).resolve_right (pow_ne_zero 2 hn)
    have hL : ∀ s, fitMatrix X j s * (Fintype.card S : ℝ) = X s j := fun s =>
      (eq_div_iff hn).mp (sub_eq_zero.mp (pow_eq_zero_iff two_ne_zero |>.mp
        ((Finset.sum_eq_zero_iff_of_nonneg fun _ _ => sq_nonneg _).mp z1 s
          (Finset.mem_univ s))))
    refine ⟨fun s => ?_, fun k hk => ?_⟩
    · have q := (Finset.sum_eq_zero_iff_of_nonneg fun s _ => p s).mp z3 s (Finset.mem_univ s)
      exact mul_self_eq_one_iff.mp (by linear_combination (-1 : ℝ) * q)
    · have o := congrFun (congrFun (fitMatrix_mul hX) j) k
      rw [Matrix.mul_apply, Matrix.one_apply_ne hk.symm] at o
      calc ∑ s, X s j * X s k
          = ∑ s, (Fintype.card S : ℝ) * (fitMatrix X j s * X s k) :=
            Finset.sum_congr rfl fun s _ => by linear_combination (-(X s k)) * hL s
        _ = 0 := by rw [← Finset.mul_sum, o, mul_zero]
  · -- converse: column `j` of `XᵀX` is `n` times a unit vector
    obtain ⟨h1, h2⟩ := h
    have g : ∀ k, (Xᵀ * X) k j = if k = j then (Fintype.card S : ℝ) else 0 := by
      intro k
      rw [Matrix.mul_apply]
      split_ifs with hk
      · have u : ∀ s, Xᵀ k s * X s j = 1 := fun s => by
          rw [Matrix.transpose_apply, hk]
          rcases h1 s with h | h <;> rw [h] <;> norm_num
        rw [Finset.sum_congr rfl fun s _ => u s]
        simp
      · simpa only [Matrix.transpose_apply, mul_comm] using h2 k hk
    have c := congrFun (congrFun (Matrix.nonsing_inv_mul _ (isUnit_det_gram hX)) j) j
    rw [Matrix.mul_apply, Matrix.one_apply_eq] at c
    simp only [g, mul_ite, mul_zero, Finset.sum_ite_eq', Finset.mem_univ, if_true] at c
    exact (eq_div_iff hn).mpr c
```

Q: Can all interactions reach the bound together?

A: Exactly when $X^TX=n\cdot1$, if all correlations are bounded by one. The forward direction applies the equality condition to each column; the reverse inverts $n\cdot1$.

```lean
/-- For linearly independent columns and all correlations bounded by one, every interaction
reaches the bound `1/n` at once exactly when `XᵀX = n·1`. -/
theorem optimal_design_iff {X : Matrix S K ℝ} (hX : LinearIndependent ℝ X.col)
    (hb : ∀ s j, |X s j| ≤ 1) :
    (∀ j, (Xᵀ * X)⁻¹ j j = 1 / (Fintype.card S : ℝ)) ↔
      Xᵀ * X = (Fintype.card S : ℝ) • (1 : Matrix K K ℝ) := by
  refine ⟨fun h => ?_, fun h j => ?_⟩
  · ext i k
    obtain ⟨h1, h2⟩ := (inverse_gram_bound hX fun s => hb s k).2.mp (h k)
    rw [Matrix.mul_apply, Matrix.smul_apply]
    by_cases hik : i = k
    · have u : ∀ s, Xᵀ k s * X s k = 1 := fun s => by
        rw [Matrix.transpose_apply]
        rcases h1 s with h | h <;> rw [h] <;> norm_num
      rw [hik, Matrix.one_apply_eq, Finset.sum_congr rfl fun s _ => u s]
      simp
    · rw [Matrix.one_apply_ne hik, smul_zero]
      simpa only [Matrix.transpose_apply, mul_comm] using h2 i hik
  · have c : (Xᵀ * X)⁻¹ * ((Fintype.card S : ℝ) • (1 : Matrix K K ℝ)) = 1 := by
      rw [← h]
      exact Matrix.nonsing_inv_mul _ (isUnit_det_gram hX)
    rw [Matrix.mul_smul, Matrix.mul_one] at c
    have d := congrFun (congrFun c j) j
    rw [Matrix.smul_apply, smul_eq_mul, Matrix.one_apply_eq] at d
    rw [eq_div_iff (card_ne_zero hX j), mul_comm]
    exact d
```

Q: Do crystals with such correlations exist?

A: The theorem doesn't say, because `X` is any real matrix meeting the hypotheses. In a binary alloy with a single point cluster, averaged over all sites, a point column of only $\pm1$ requires every structure to be a pure element. With just a constant term and this point cluster, the two pure elements do reach the bound for both interactions. Add a pair cluster, and its column on pure elements equals the constant one, so the columns are no longer independent.

Q: Then does the variance really refer to the fitted interaction?

A: Yes. `fit_unbiased` averages the fit to `X *ᵥ J` plus noise and finds `J j`.

```lean
variable [MeasurableSpace Ω] {μ : Measure Ω} [IsProbabilityMeasure μ]

/-- For linearly independent columns and white noise on the energies `XJ`, the fitted
interaction has the true interaction `J_j` as its mean. -/
theorem fit_unbiased {X : Matrix S K ℝ} (hX : LinearIndependent ℝ X.col)
    {ε : S → Ω → ℝ} {σ : ℝ} (hε : IsWhiteNoise μ ε σ) (J : K → ℝ) (j : K) :
    ∫ ω, (fitMatrix X *ᵥ (X *ᵥ J + fun s => ε s ω)) j ∂μ = J j := by
  have e : ∀ ω, (fitMatrix X *ᵥ (X *ᵥ J + fun s => ε s ω)) j
      = J j + ∑ s, fitMatrix X j s * ε s ω := fun ω => by
    rw [Matrix.mulVec_add, Matrix.mulVec_mulVec, fitMatrix_mul hX, Matrix.one_mulVec]
    rfl
  have hi : ∀ s, Integrable (fun ω => fitMatrix X j s * ε s ω) μ := fun s =>
    ((hε.memLp s).integrable one_le_two).const_mul _
  simp only [e]
  rw [integral_add (integrable_const _) (MeasureTheory.integrable_finsetSum _ fun s _ => hi s),
    MeasureTheory.integral_finsetSum _ fun s _ => hi s]
  simp [integral_const_mul, hε.mean]
```

`fit_variance` integrates the squared deviation from that mean. It writes the square as a double sum, `Finset.sum_eq_single` keeps the diagonal terms, and the earlier bound is multiplied by `σ ^ 2`. For alloy energies from electronic-structure calculations, this limits the precision of a least-squares fit within a finite, linear cluster expansion with white noise.

```lean
/-- For linearly independent columns, correlations of cluster `j` bounded by one and white
noise of variance `σ²`, the variance of the fitted interaction `j` equals
`σ²((XᵀX)⁻¹)_jj` and is at least `σ²/n`. -/
theorem fit_variance {X : Matrix S K ℝ} (hX : LinearIndependent ℝ X.col)
    {ε : S → Ω → ℝ} {σ : ℝ} (hε : IsWhiteNoise μ ε σ) (J : K → ℝ) {j : K}
    (hb : ∀ s, |X s j| ≤ 1) :
    ∫ ω, ((fitMatrix X *ᵥ (X *ᵥ J + fun s => ε s ω)) j
      - ∫ ω', (fitMatrix X *ᵥ (X *ᵥ J + fun s => ε s ω')) j ∂μ) ^ 2 ∂μ
        = σ ^ 2 * (Xᵀ * X)⁻¹ j j ∧
    σ ^ 2 / (Fintype.card S : ℝ) ≤ σ ^ 2 * (Xᵀ * X)⁻¹ j j := by
  constructor
  · rw [fit_unbiased hX hε J j]
    -- the squared error is a double sum over the noise
    have e : ∀ ω, ((fitMatrix X *ᵥ (X *ᵥ J + fun s => ε s ω)) j - J j) ^ 2
        = ∑ s, ∑ t, fitMatrix X j s * fitMatrix X j t * (ε s ω * ε t ω) := fun ω => by
      rw [Matrix.mulVec_add, Matrix.mulVec_mulVec, fitMatrix_mul hX, Matrix.one_mulVec]
      change (J j + ∑ s, fitMatrix X j s * ε s ω - J j) ^ 2 = _
      rw [add_sub_cancel_left, sq, Finset.sum_mul_sum]
      exact Finset.sum_congr rfl fun s _ => Finset.sum_congr rfl fun t _ => by ring
    have hi : ∀ s t, Integrable
        (fun ω => fitMatrix X j s * fitMatrix X j t * (ε s ω * ε t ω)) μ := fun s t =>
      ((hε.memLp s).integrable_mul (hε.memLp t)).const_mul _
    -- only the diagonal terms survive the average
    have d : ∀ s, ∫ ω, ∑ t, fitMatrix X j s * fitMatrix X j t * (ε s ω * ε t ω) ∂μ
        = σ ^ 2 * (fitMatrix X j s * fitMatrix X j s) := by
      intro s
      rw [MeasureTheory.integral_finsetSum _ fun t _ => hi s t, Finset.sum_eq_single s]
      · rw [integral_const_mul, hε.var s]
        ring
      · intro t _ ht
        rw [integral_const_mul, hε.uncorr s t ht.symm, mul_zero]
      · intro h
        exact absurd (Finset.mem_univ s) h
    simp only [e]
    rw [MeasureTheory.integral_finsetSum _ fun s _ => MeasureTheory.integrable_finsetSum _ fun t _ => hi s t,
      Finset.sum_congr rfl fun s _ => d s, ← Finset.mul_sum, sum_weights_sq hX j]
  · calc σ ^ 2 / (Fintype.card S : ℝ) = σ ^ 2 * (1 / (Fintype.card S : ℝ)) := by ring
      _ ≤ σ ^ 2 * (Xᵀ * X)⁻¹ j j :=
        mul_le_mul_of_nonneg_left (inverse_gram_bound hX hb).1 (sq_nonneg σ)

end ClusterExpansionDesign
```

```lean
#print axioms ClusterExpansionDesign.optimal_design_iff
-- 'ClusterExpansionDesign.optimal_design_iff' depends on axioms: [propext, Classical.choice, Quot.sound]
#print axioms ClusterExpansionDesign.fit_variance
-- 'ClusterExpansionDesign.fit_variance' depends on axioms: [propext, Classical.choice, Quot.sound]
```
